# The average of $\chi_l$ over the rotations of $D_n$ is $\lfloor l/n\rfloor+1$ for even $l$ and $\lfloor l/n\rfloor$ for odd $l$

In the central-field model of a free atom, with spin ignored, the one-electron shells are labelled by a radial quantum number and an orbital angular momentum $l = 0, 1, 2, \dots$, the angular part of each being spanned by the $2l+1$ spherical harmonics $Y_{lm}$, $m = -l, \dots, l$. Place the atom at a site whose rotational symmetry is the dihedral group $D_n$ with $n \ge 1$: an $n$-fold axis and $n$ twofold axes perpendicular to it. How many independent combinations of the $Y_{lm}$ are unchanged by all $2n$ rotations? Character theory answers with the group average of the character of the level. For integer $l$ and proper rotations only, this number also counts the independent angular functions of order $l$ that can occur in a one-electron potential invariant under $D_n$.

## The character and the angles of $D_n$

```lean
import Mathlib

open Finset Real

namespace SphereToDihedral

noncomputable section
```

A rotation by $t$ about the quantisation axis multiplies $Y_{lm}$ by $e^{-\mathrm{i}mt}$. In the trace the sines of $+m$ and $-m$ cancel, which leaves
$$\chi_l(t) = \sum_{m=-l}^{l} \cos(mt).$$
Rotations by equal angles about different axes are conjugate, so the trace depends on the angle alone. In Lean this sum is the definition of `chi`, with `l : ℕ` and $m$ running over an integer interval.

```lean
/-- Character of angular momentum `l` for a rotation by `t`: the sum of `cos (m t)` over
`m = -l, ..., l`. -/
def chi (l : ℕ) (t : ℝ) : ℝ := ∑ m ∈ Icc (-(l : ℤ)) l, cos (m * t)
```

The rotations about the main axis have angles $\theta_k = 2\pi k/n$, $k = 0, \dots, n-1$.

```lean
/-- The angle `2 π k / n` of the `k`-th rotation about the `n`-fold axis. -/
def axialAngle (n k : ℕ) : ℝ := 2 * π * k / n
```

The average of a function $f$ of the angle adds $n$ copies of $f(\pi)$ for the twofold axes and divides by $2n$.

```lean
/-- Average of a function of the rotation angle over the `n` angles `2 π k / n` and `n` further
angles `π`. -/
def dihedralAverage (n : ℕ) (f : ℝ → ℝ) : ℝ :=
  (∑ k ∈ range n, f (axialAngle n k) + ∑ _k ∈ range n, f π) / (2 * n)
```

Mathlib's `DihedralGroup n` has elements `r i` and `sr i`, with $i$ a residue modulo $n$ and `i.val` its representative in $0, \dots, n-1$. The function `rotAngle` gives `r i` the angle $2\pi i/n$. The elements `sr i`, reflections of the plane polygon, are read in three dimensions as rotations by $\pi$ about axes in that plane. The weight `axisSign` is $+1$ on `r i` and $-1$ on `sr i`; it is the character called $A_2$ for $n \ge 3$.

```lean
/-- Rotation angle of an element of the dihedral group: `2 π i / n` for `r i`, and `π` for the
twofold elements `sr i`. -/
def rotAngle {n : ℕ} : DihedralGroup n → ℝ
  | .r i => axialAngle n i.val
  | .sr _ => π

/-- The weight `+1` on the rotations `r i` about the main axis and `-1` on the twofold
elements `sr i`. -/
def axisSign {n : ℕ} : DihedralGroup n → ℝ
  | .r _ => 1
  | .sr _ => -1
```

The theorems are identities for these sums. Three things enter as interpretation and are not derived in Lean: that `chi` is the trace of a rotation matrix, that `rotAngle` comes from an embedding of the group in the rotations of space, and that a character average is a multiplicity. The group multiplication is never used. Reflections, inversion and half-integer angular momentum are not treated. Throughout, `l / n` is division of natural numbers, that is $\lfloor l/n\rfloor$, converted to a real number afterwards.

## (a) Raising $l$ by one

Show that $\chi_{l+1}(t) = \chi_l(t) + 2\cos((l+1)t)$ for all real $t$.

The range $-(l+1), \dots, l+1$ is the range $-l, \dots, l$ with the two values $\pm(l+1)$ added. Since cosine is even, each contributes $\cos((l+1)t)$. In the proof `hI` is this decomposition of the interval, `sum_insert` splits off the two terms, and `Real.cos_neg` makes them equal.

```lean
/-- Raising `l` by one adds `2 cos ((l + 1) t)` to the character. -/
theorem chi_succ (l : ℕ) (t : ℝ) :
    chi (l + 1) t = chi l t + 2 * cos (((l + 1 : ℕ) : ℝ) * t) := by
  have hI : Icc (-((l + 1 : ℕ) : ℤ)) ((l + 1 : ℕ) : ℤ)
      = insert (-((l + 1 : ℕ) : ℤ)) (insert ((l + 1 : ℕ) : ℤ) (Icc (-(l : ℤ)) l)) := by
    ext m
    simp only [mem_insert, mem_Icc]
    omega
  unfold chi
  rw [hI, sum_insert (by simp only [mem_insert, mem_Icc]; omega),
    sum_insert (by simp only [mem_Icc]; omega)]
  simp only [Int.cast_neg, Int.cast_natCast, neg_mul, Real.cos_neg]
  ring
```

## (b) Cosines summed over the axial angles

For $n \ge 1$ and natural $m$, show that $\sum_{k=0}^{n-1}\cos(m\theta_k)$ equals $n$ if $n$ divides $m$ and $0$ otherwise.

Let $\omega = e^{2\pi\mathrm{i}/n}$ and $z = \omega^m$. Then $z^k = e^{\mathrm{i}m\theta_k}$, so the sum is $\operatorname{Re}\sum_{k=0}^{n-1} z^k$. One has $z = 1$ exactly when $n$ divides $m$, and then all $n$ terms equal $1$. Otherwise
$$\sum_{k=0}^{n-1} z^k = \frac{z^n - 1}{z - 1} = 0, \qquad\text{because } z^n = (\omega^n)^m = 1.$$
In Lean, `hω` says that $\omega$ is a primitive $n$-th root of unity, `key` writes each cosine as a real part, `hω.pow_eq_one_iff_dvd` decides when $z = 1$, and `geom_sum_eq` is the closed form above.

```lean
/-- The sum of `cos (m t)` over the angles `t = 2 π k / n` is `n` if `n` divides `m` and zero
otherwise. -/
theorem sum_cos_axial {n : ℕ} (hn : 0 < n) (m : ℕ) :
    ∑ k ∈ range n, cos (m * axialAngle n k) = if n ∣ m then (n : ℝ) else 0 := by
  have hω := Complex.isPrimitiveRoot_exp n hn.ne'
  -- each cosine is the real part of a power of the root of unity `ω ^ m`
  have key : ∀ k : ℕ, cos (m * axialAngle n k)
      = ((Complex.exp (2 * π * Complex.I / n) ^ m) ^ k).re := by
    intro k
    rw [← pow_mul, ← Complex.exp_nat_mul, ← Complex.exp_ofReal_mul_I_re]
    congr 2
    unfold axialAngle
    push_cast
    ring
  simp only [key]
  rw [← Complex.re_sum]
  split_ifs with h
  · rw [(hω.pow_eq_one_iff_dvd m).2 h]
    simp
  · -- geometric sum with ratio different from one and `n`-th power equal to one
    have hne : Complex.exp (2 * π * Complex.I / n) ^ m ≠ 1 :=
      fun h1 => h ((hω.pow_eq_one_iff_dvd m).1 h1)
    rw [geom_sum_eq hne, ← pow_mul, mul_comm m n, pow_mul, hω.pow_eq_one]
    simp
```

## (c) The character summed over the axial angles

For $n \ge 1$ show that $S_l := \sum_{k=0}^{n-1}\chi_l(\theta_k) = n\,(2\lfloor l/n\rfloor + 1)$.

For $l = 0$ the character is $1$ and $S_0 = n$. By (a), $S_{l+1} = S_l + 2\sum_k \cos((l+1)\theta_k)$, and by (b) the added term is $2n$ if $n$ divides $l+1$ and $0$ otherwise. The floor $\lfloor (l+1)/n\rfloor$ exceeds $\lfloor l/n\rfloor$ by one in the first case and equals it in the second, so both sides grow by the same amount. That property of the floor is `Nat.succ_div`, and `split_ifs` separates the two cases.

```lean
/-- The sum of the character over the angles `2 π k / n` is `n (2 ⌊l / n⌋ + 1)`. -/
theorem sum_chi_axial {n : ℕ} (hn : 0 < n) (l : ℕ) :
    ∑ k ∈ range n, chi l (axialAngle n k) = n * (2 * ((l / n : ℕ) : ℝ) + 1) := by
  induction l with
  | zero => simp [chi]
  | succ l ih =>
    simp only [chi_succ]
    -- the pair `m = ±(l + 1)` contributes exactly when `n` divides `l + 1`
    rw [sum_add_distrib, ← mul_sum, ih, sum_cos_axial hn, Nat.succ_div]
    split_ifs
    · rw [Nat.cast_add, Nat.cast_one]
      ring
    · rw [Nat.add_zero]
      ring
```

## (d) The character of a half turn

Show that $\chi_l(\pi) = (-1)^l$.

For $l = 0$ both sides are $1$. By (a) and $\cos((l+1)\pi) = (-1)^{l+1}$,
$$\chi_{l+1}(\pi) = (-1)^l + 2(-1)^{l+1} = (-1)^{l+1}(-1 + 2) = (-1)^{l+1}.$$
The cosine value is `Real.cos_nat_mul_pi`.

```lean
/-- The character of a rotation by `π` is `(-1) ^ l`. -/
theorem chi_pi (l : ℕ) : chi l π = (-1) ^ l := by
  induction l with
  | zero => simp [chi]
  | succ l ih =>
    rw [chi_succ, ih, Real.cos_nat_mul_pi]
    ring
```

## (e) The average over the $2n$ angles

For $n \ge 1$ and natural $l$, show that the average of $\chi_l$ is $\lfloor l/n\rfloor + 1$ for even $l$ and $\lfloor l/n\rfloor$ for odd $l$.

By (c) and (d),
$$\frac{n(2\lfloor l/n\rfloor+1) + n(-1)^l}{2n} = \lfloor l/n\rfloor + \frac{1 + (-1)^l}{2},$$
and the last fraction is $1$ for even $l$ and $0$ for odd $l$. The statement writes it as `if Even l then 1 else 0`, under the hypothesis `hn : 0 < n`. The proof inserts (c) and (d), clears the denominator with `div_eq_iff hne`, and evaluates $(-1)^l$ in the two parity cases. For $n = 3$ the values at $l = 0, 1, 2, 3$ are $1, 0, 1, 1$; the one at $l = 2$ corresponds to the orbital $d_{z^2}$, with the coordinate $z$ along the main axis. For $n = 1$, a single twofold rotation with the identity, the value is $l+1$ for even $l$ and $l$ for odd $l$.

```lean
/-- For `n ≥ 1` the average of the character over the angles `2 π k / n` and `n` angles `π` is
`⌊l / n⌋ + 1` for even `l` and `⌊l / n⌋` for odd `l`. -/
theorem dihedralAverage_chi {n : ℕ} (hn : 0 < n) (l : ℕ) :
    dihedralAverage n (chi l) = ((l / n : ℕ) : ℝ) + if Even l then 1 else 0 := by
  have hn' : (0 : ℝ) < n := Nat.cast_pos.2 hn
  have hne : (2 * n : ℝ) ≠ 0 := (mul_pos two_pos hn').ne'
  unfold dihedralAverage
  rw [sum_chi_axial hn, chi_pi, sum_const, card_range, nsmul_eq_mul, div_eq_iff hne]
  rcases Nat.even_or_odd l with h | h
  · rw [if_pos h, h.neg_one_pow]
    ring
  · rw [if_neg (Nat.not_even_iff_odd.2 h), h.neg_one_pow]
    ring
```

## (f) When the average vanishes

For $n \ge 1$ show that the average is zero if and only if $l$ is odd and $l < n$.

For even $l$ the average is at least $1$, so both sides of the equivalence are false. For odd $l$ it is $\lfloor l/n\rfloor$, which is zero for $l < n$ and at least $1$ for $l \ge n$. These last two facts are `Nat.div_eq_of_lt` and `Nat.div_pos`, while `linarith` excludes zero in the even case.

```lean
/-- For `n ≥ 1` the average of the character vanishes exactly when `l` is odd and smaller
than `n`. -/
theorem dihedralAverage_chi_eq_zero_iff {n : ℕ} (hn : 0 < n) (l : ℕ) :
    dihedralAverage n (chi l) = 0 ↔ Odd l ∧ l < n := by
  rw [dihedralAverage_chi hn]
  rcases Nat.even_or_odd l with h | h
  · rw [if_pos h]
    constructor
    · intro h0
      have : (0 : ℝ) ≤ ((l / n : ℕ) : ℝ) := Nat.cast_nonneg _
      linarith
    · rintro ⟨ho, _⟩
      exact absurd ho (Nat.not_odd_iff_even.2 h)
  · rw [if_neg (Nat.not_even_iff_odd.2 h), add_zero, Nat.cast_eq_zero]
    constructor
    · intro h0
      refine ⟨h, ?_⟩
      by_contra hc
      exact (Nat.div_pos (not_lt.1 hc) hn).ne' h0
    · rintro ⟨_, hl⟩
      exact Nat.div_eq_of_lt hl
```

## (g) Splitting a sum over the group

Show that for any real function $F$ on the group, $\sum_g F(g) = \sum_i F(r_i) + \sum_i F(sr_i)$, where $r_i$ and $sr_i$ stand for `r i` and `sr i`.

Every element is exactly one $r_i$ or exactly one $sr_i$, so the group is in bijection with two copies of the residues modulo $n$. The proof builds this bijection as `e` and transports the sum along it. From here on `[NeZero n]` carries the hypothesis $n \ge 1$.

```lean
/-- A sum over the dihedral group splits into the sum over the rotations `r i` and the sum over
the twofold elements `sr i`. -/
theorem sum_dihedral {n : ℕ} [NeZero n] (F : DihedralGroup n → ℝ) :
    ∑ g, F g = ∑ i : ZMod n, F (.r i) + ∑ i : ZMod n, F (.sr i) := by
  let e : ZMod n ⊕ ZMod n ≃ DihedralGroup n :=
    { toFun := Sum.elim DihedralGroup.r DihedralGroup.sr
      invFun := fun g => match g with
        | .r i => .inl i
        | .sr i => .inr i
      left_inv := by rintro (_ | _) <;> rfl
      right_inv := by rintro (_ | _) <;> rfl }
  rw [← e.sum_comp, Fintype.sum_sum_type]
  rfl
```

## (h) The character summed over the elements $r_i$

Show that $\sum_i \chi_l(2\pi i/n) = n(2\lfloor l/n\rfloor+1)$ when $i$ runs over residues modulo $n$.

Sending a residue $i$ to its representative $k \in \{0, \dots, n-1\}$ is a bijection that preserves the summand, so the sum is $S_l$ of (c). The five goals left by `Finset.sum_nbij'` check that both maps land in the index sets, that they are mutually inverse, and that the terms agree.

```lean
/-- The sum of the character over the rotations `r i` of the dihedral group is
`n (2 ⌊l / n⌋ + 1)`. -/
theorem sum_chi_rotations {n : ℕ} [NeZero n] (l : ℕ) :
    ∑ i : ZMod n, chi l (rotAngle (DihedralGroup.r i)) = n * (2 * ((l / n : ℕ) : ℝ) + 1) := by
  rw [← sum_chi_axial (NeZero.pos n) l]
  refine Finset.sum_nbij' (fun i => i.val) (fun k => (k : ZMod n)) ?_ ?_ ?_ ?_ ?_
  · intro i _
    exact mem_range.2 (ZMod.val_lt i)
  · intro _ _
    exact mem_univ _
  · intro i _
    exact ZMod.natCast_zmod_val i
  · intro k hk
    exact ZMod.val_cast_of_lt (mem_range.1 hk)
  · intro _ _
    rfl
```

## (i) The average over group elements

Show that $\frac{1}{|D_n|}\sum_g \chi_l(\text{angle of } g)$ has the value found in (e).

By (g), (h) and $|D_n| = 2n$, the left side is $\bigl(n(2\lfloor l/n\rfloor+1) + n\chi_l(\pi)\bigr)/2n$, which is the angle average with (c) inserted. The proof rewrites the right side backwards into `dihedralAverage`, brings both axial sums to the same form, uses `DihedralGroup.card` for the order, and lets `simp` match the two sums of $n$ equal terms.

```lean
/-- The average of the character over the elements of the dihedral group is `⌊l / n⌋ + 1` for
even `l` and `⌊l / n⌋` for odd `l`. -/
theorem group_average_chi {n : ℕ} [NeZero n] (l : ℕ) :
    (∑ g : DihedralGroup n, chi l (rotAngle g)) / Fintype.card (DihedralGroup n)
      = ((l / n : ℕ) : ℝ) + if Even l then 1 else 0 := by
  rw [← dihedralAverage_chi (NeZero.pos n), dihedralAverage, sum_chi_axial (NeZero.pos n),
    sum_dihedral, sum_chi_rotations, DihedralGroup.card]
  simp [rotAngle, ZMod.card]
```

## (j) The average weighted by $-1$ on the perpendicular twofold axes

Show that the group average of `axisSign g` times the character is $\lfloor l/n\rfloor+1$ for odd $l$ and $\lfloor l/n\rfloor$ for even $l$.

Only the sign of the twofold contribution changes:
$$\frac{n(2\lfloor l/n\rfloor+1) - n(-1)^l}{2n} = \lfloor l/n\rfloor + \frac{1 - (-1)^l}{2}.$$
The proof applies (g), (h) and (d), clears the denominator and treats the parities as in (e). For $l = 1$ and $n \ge 2$ the value is $1$, matching $p_z$, which the main axis leaves fixed and each perpendicular half turn reverses.

```lean
/-- The group average of the character weighted by `+1` on the elements `r i` and `-1` on the
elements `sr i` is `⌊l / n⌋ + 1` for odd `l` and `⌊l / n⌋` for even `l`. -/
theorem group_average_sign_chi {n : ℕ} [NeZero n] (l : ℕ) :
    (∑ g : DihedralGroup n, axisSign g * chi l (rotAngle g)) / Fintype.card (DihedralGroup n)
      = ((l / n : ℕ) : ℝ) + if Odd l then 1 else 0 := by
  have hn' : (0 : ℝ) < n := Nat.cast_pos.2 (NeZero.pos n)
  have hne : (2 * n : ℝ) ≠ 0 := (mul_pos two_pos hn').ne'
  rw [sum_dihedral, DihedralGroup.card]
  simp only [axisSign, one_mul]
  rw [sum_chi_rotations]
  simp only [rotAngle, chi_pi]
  rw [sum_const, card_univ, ZMod.card, nsmul_eq_mul, Nat.cast_mul, Nat.cast_ofNat,
    div_eq_iff hne]
  rcases Nat.even_or_odd l with h | h
  · rw [if_neg (Nat.not_odd_iff_even.2 h), h.neg_one_pow]
    ring
  · rw [if_pos h, h.neg_one_pow]
    ring

end

end SphereToDihedral
```

```lean
#print axioms SphereToDihedral.dihedralAverage_chi_eq_zero_iff
-- 'SphereToDihedral.dihedralAverage_chi_eq_zero_iff' depends on axioms: [propext, Classical.choice, Quot.sound]
#print axioms SphereToDihedral.group_average_chi
-- 'SphereToDihedral.group_average_chi' depends on axioms: [propext, Classical.choice, Quot.sound]
#print axioms SphereToDihedral.group_average_sign_chi
-- 'SphereToDihedral.group_average_sign_chi' depends on axioms: [propext, Classical.choice, Quot.sound]
```

## The cyclic group, $n = 0$ and spin one half

What follows is commentary on the theorems above and has not been formalised with them. Dividing (c) by $n$ gives the average over the cyclic group $C_n$ of the axial rotations alone, $2\lfloor l/n\rfloor + 1$. This is the number of $m$ in $-l, \dots, l$ divisible by $n$, and it is the sum of the results of (i) and (j).

Part (e) fails at $n = 0$: for $l = 0$ both sums are empty and Lean's convention for division by zero gives $0$ on the left, against $1$ on the right. The type `l : ℕ` also matters. Extending the sum to $l = \tfrac12$ gives $\chi_{1/2}(t) = 2\cos(t/2)$, and for $n = 2$ the angles $0, \pi, \pi, \pi$ give $(2+0+0+0)/4 = \tfrac12$, which is not a multiplicity. The function $\chi_{1/2}$ changes sign under $t \to t + 2\pi$, so it is not a function on $D_2$.
